# Six icosahedral axes determine a symmetric 3×3 tensor; directions on a common double cone do not

Let S be a real symmetric 3×3 tensor with components S_00, S_01 and so on, where the indices 0, 1, 2 stand for x, y, z. Probing S along a unit vector n gives one number, the reading nᵀSn. Along the three coordinate axes the readings are S_00, S_11 and S_22, and the off-diagonal components stay invisible. In particular, the tensor

D = aaᵀ − (1/3) 1, with a = (1, 1, 1)/√3,

has zeros on the diagonal and 1/3 everywhere else, so adding it to S changes no reading. The reason is geometric: the three axes make the same angle with a, and (a·n)² = 1/3 for each of them.

The same thing happens for any number of directions that share one value of |a·n|, that is, for directions on a double cone about a. A symmetric tensor has six independent components, but six readings taken on such a cone do not fix it. Six readings along the icosahedral axes n_i do, and with s_i = n_iᵀSn_i the tensor is

S = (5/4) Σ s_i n_i n_iᵀ − (1/4)(Σ s_i) 1.

For the static polarisability α of a molecule, the reading nᵀαn is minus the second derivative, taken at zero field, of the energy with respect to the strength of a uniform field along n, so these second derivatives along the six icosahedral axes determine α. If the induced dipole is computed as well, three linearly independent field directions are enough, because its linear part gives the whole vector αn for each of them.

## The tensor that a cone cannot see

Let the n_i be unit vectors, let a be nonzero, and let |a·n_i| = c for all i. Put D = aaᵀ − c² 1. Then

n_iᵀ D n_i = (a·n_i)² − c² (n_i·n_i) = c² − c² = 0.

So S and S + D have the same readings. It remains to see that D is not zero. If it were, the diagonal entries would give a_0² = a_1² = a_2² = c², and the entry in row 0, column 1 would give a_0 a_1 = 0. Hence c⁴ = a_0² a_1² = 0, so every component of a vanishes, which contradicts a ≠ 0.

The two limits of the cone are easy to picture. For c = 0 the directions lie in the plane perpendicular to a, and D is aaᵀ. For c = |a| every direction is parallel or antiparallel to a, and D is −|a|² times the projector onto the transverse plane.

## Recovering the tensor from the icosahedral axes

Let φ = (1 + √5)/2, so that φ² = φ + 1, and let k = 1/√(1 + φ²). Number the axes from 0 to 5:

n_0, n_1 = k(0, 1, ±φ)
n_2, n_3 = k(1, ±φ, 0)
n_4, n_5 = k(±φ, 0, 1)

with the upper sign first. They are unit vectors because k²(1 + φ²) = 1. Since φ⁴ = (φ + 1)² = 3φ + 2,

(1 + φ²)² = 1 + 2φ² + φ⁴ = 5φ + 5 = 5φ².

Multiplying by k⁴ gives 1 = 5k⁴φ², and therefore

k⁴φ² = 1/5,
k⁴(1 + φ⁴) = 1 − 2k⁴φ² = 3/5.

The readings come in pairs:

s_0, s_1 = k²(S_11 ± 2φ S_12 + φ² S_22)
s_2, s_3 = k²(S_00 ± 2φ S_01 + φ² S_11)
s_4, s_5 = k²(φ² S_00 ± 2φ S_02 + S_22)

Their sum is 2k²(1 + φ²) tr S = 2 tr S. Now let M = Σ s_i n_i n_iᵀ. Its first diagonal entry is

M_00 = k²(s_2 + s_3) + k²φ²(s_4 + s_5)
= 2k⁴(1 + φ⁴) S_00 + 2k⁴φ² (S_11 + S_22)
= (6/5) S_00 + (2/5)(S_11 + S_22)
= (4/5) S_00 + (2/5) tr S.

Only n_2 and n_3 contribute to the entry

M_01 = k²φ(s_2 − s_3) = 4k⁴φ² S_01 = (4/5) S_01.

The set of axes is unchanged by a cyclic permutation of the coordinates, so the remaining entries follow in the same way, and M = (4/5) S + (2/5)(tr S) 1. Hence

(5/4) M − (1/4)(2 tr S) 1 = S.

## Arbitrary readings, and no common cone

Any six real numbers s_i can occur as readings. To see this, take the scalar products of distinct axes. Two axes in the same coordinate plane have scalar product k²(1 − φ²), with square k⁴(1 + φ⁴) − 2k⁴φ² = 1/5. Two axes in different planes have scalar product ±k²φ, again with square 1/5. If R is the tensor that the formula builds from the s_i, then

n_iᵀ R n_i = (5/4)(s_i + (1/5) Σ_{j≠i} s_j) − (1/4) Σ_j s_j = s_i.

The icosahedral axes therefore lie on no common double cone. If they did, some nonzero symmetric tensor would have the same readings as the zero tensor, and the formula would return both tensors from the same six numbers.

## Tensors, directions and readings in Lean

```lean
import Mathlib

open Matrix

namespace IcosahedralTensorReconstruction

noncomputable section
```

Directions are functions `Fin 3 → ℝ`, with nothing in the type to force unit length, and tensors are real 3×3 matrices in a fixed Cartesian basis. Symmetry is a hypothesis, `S.IsSymm`, wherever it is needed. The reading is the scalar product of n with Sn:

```lean
/-- The reading `nᵀ S n` of a tensor `S` along the direction `n`. -/
def readout (S : Matrix (Fin 3) (Fin 3) ℝ) (n : Fin 3 → ℝ) : ℝ := n ⬝ᵥ S *ᵥ n
```

The golden ratio φ and the factor k become `phi` and `scale`.

```lean
/-- The golden ratio. -/
def phi : ℝ := (1 + √5) / 2

/-- The factor that normalises the vector `(0, 1, phi)`. -/
def scale : ℝ := (√(1 + phi ^ 2))⁻¹
```

The axes are given by their coordinates, in the numbering used above; the icosahedral rotation group plays no part.

```lean
/-- The six icosahedral axes, as normalised vectors. -/
def icoAxis (i : Fin 6) : Fin 3 → ℝ :=
  scale • (![![0, 1, phi], ![0, 1, -phi], ![1, phi, 0], ![1, -phi, 0],
    ![phi, 0, 1], ![-phi, 0, 1]] : Fin 6 → Fin 3 → ℝ) i
```

The reconstruction is defined for any six numbers, whether or not they come from a tensor. The expression `vecMulVec (icoAxis i) (icoAxis i)` is the dyad n_i n_iᵀ.

```lean
/-- The tensor `(5/4) ∑ sᵢ nᵢ nᵢᵀ - (1/4) (∑ sᵢ) 1` built from six numbers `sᵢ` and the
icosahedral axes `nᵢ`. -/
def reconstruct (s : Fin 6 → ℝ) : Matrix (Fin 3) (Fin 3) ℝ :=
  (5 / 4 : ℝ) • ∑ i, s i • vecMulVec (icoAxis i) (icoAxis i)
    - ((1 / 4 : ℝ) * ∑ i, s i) • (1 : Matrix (Fin 3) (Fin 3) ℝ)
```

## The ambiguity for any family of directions

The first theorem takes a family `n` indexed by an arbitrary type `ι`, finite or infinite. The hypotheses say that each `n i` has unit length (`hn`), that `a` is nonzero (`ha`), and that all |a·n_i| equal `c` (`hc`). The vector `a` need not be normalised; the cosine of the angle between the cone and its axis is c/|a|. The conclusion is that every symmetric `S` has a symmetric partner `S'`, different from `S`, with the same readings. The hypothesis `ha` excludes a = 0, for which c = 0 would admit every family of directions, the icosahedral axes included.

```lean
/-- If all unit directions `n i` have the same `|a · n i|` for some nonzero `a`, then every
symmetric tensor shares its readings with a different symmetric tensor. -/
theorem cone_ambiguity {ι : Type*} (n : ι → Fin 3 → ℝ) (a : Fin 3 → ℝ) (c : ℝ)
    (hn : ∀ i, n i ⬝ᵥ n i = 1) (ha : a ≠ 0) (hc : ∀ i, |a ⬝ᵥ n i| = c)
    (S : Matrix (Fin 3) (Fin 3) ℝ) (hS : S.IsSymm) :
    ∃ S' : Matrix (Fin 3) (Fin 3) ℝ, S'.IsSymm ∧ S' ≠ S ∧
      ∀ i, readout S' (n i) = readout S (n i) := by
  refine ⟨S + (vecMulVec a a - c ^ 2 • (1 : Matrix (Fin 3) (Fin 3) ℝ)), ?_, ?_, ?_⟩
  · have hv : (vecMulVec a a).IsSymm := Matrix.IsSymm.ext fun i j => by
      simp only [vecMulVec_apply]
      ring
    exact hS.add (hv.sub (Matrix.isSymm_one.smul _))
  · -- a rank-one tensor is not a multiple of the identity
    intro h
    have h00 := congrFun (congrFun h 0) 0
    have h11 := congrFun (congrFun h 1) 1
    have h22 := congrFun (congrFun h 2) 2
    have h01 := congrFun (congrFun h 0) 1
    simp only [Matrix.add_apply, Matrix.sub_apply, Matrix.smul_apply, vecMulVec_apply,
      Matrix.one_apply, smul_eq_mul, Fin.reduceEq, ↓reduceIte] at h00 h11 h22 h01
    have e00 : a 0 * a 0 = c ^ 2 := by linarith
    have e11 : a 1 * a 1 = c ^ 2 := by linarith
    have e22 : a 2 * a 2 = c ^ 2 := by linarith
    have e01 : a 0 * a 1 = 0 := by linarith
    have hc4 : c ^ 2 * c ^ 2 = 0 := by
      linear_combination (a 0 * a 1) * e01 - (a 1 * a 1) * e00 - c ^ 2 * e11
    have hc2 : c ^ 2 = 0 := mul_self_eq_zero.mp hc4
    apply ha
    ext i
    fin_cases i
    · exact mul_self_eq_zero.mp (e00.trans hc2)
    · exact mul_self_eq_zero.mp (e11.trans hc2)
    · exact mul_self_eq_zero.mp (e22.trans hc2)
  · intro i
    have expand : readout (S + (vecMulVec a a - c ^ 2 • (1 : Matrix (Fin 3) (Fin 3) ℝ))) (n i)
        = readout S (n i) + (a ⬝ᵥ n i) ^ 2 - c ^ 2 * (n i ⬝ᵥ n i) := by
      simp only [readout, dotProduct, Matrix.mulVec, Fin.sum_univ_three, Matrix.add_apply,
        Matrix.sub_apply, Matrix.smul_apply, vecMulVec_apply, Matrix.one_apply, smul_eq_mul,
        Fin.reduceEq, ↓reduceIte]
      ring
    rw [expand, hn i, ← sq_abs (a ⬝ᵥ n i), hc i]
    ring
```

The `refine` line supplies S + D as the partner and leaves three goals. Symmetry follows from that of each term. For the inequality, the proof assumes S + D = S and reads off four matrix entries. These yield `e00`, `e11`, `e22` and `e01`, the equations used by hand, and `hc4` combines them into c⁴ = 0. The tactic `linear_combination` checks that a goal is the stated combination of known equations. For the readings, `expand` writes the new reading as the old one plus (a·n_i)² − c²(n_i·n_i), and the hypotheses make the added part vanish.

The next theorem shows that six different directions can meet these conditions, with a along z and c = 4/5. Having as many readings as unknowns is thus not enough.

```lean
/-- Six explicit unit vectors whose components along the z axis all have magnitude `4/5`. -/
theorem cone_ambiguity_witness :
    let n : Fin 6 → Fin 3 → ℝ := ![![3/5, 0, 4/5], ![-3/5, 0, 4/5], ![0, 3/5, 4/5],
      ![0, -3/5, 4/5], ![9/25, 12/25, 4/5], ![-9/25, -12/25, 4/5]]
    ∀ i, n i ⬝ᵥ n i = 1 ∧ |![0, 0, 1] ⬝ᵥ n i| = 4 / 5 := by
  intro n i
  have h : |(4 / 5 : ℝ)| = 4 / 5 := abs_of_pos (by norm_num)
  fin_cases i <;> simp [n, dotProduct, Fin.sum_univ_three] <;> norm_num [h]
```

## The golden-ratio identities and the angles between axes

The three identities for k and φ carry all the later algebra.

```lean
/-- The normalising factor `k` and the golden ratio `φ` satisfy `k² (1 + φ²) = 1`,
`k⁴ φ² = 1/5` and `k⁴ (1 + φ⁴) = 3/5`. -/
theorem scale_identities : scale ^ 2 * (1 + phi ^ 2) = 1 ∧ scale ^ 4 * phi ^ 2 = 1 / 5 ∧
    scale ^ 4 * (1 + phi ^ 4) = 3 / 5 := by
  have hp : phi ^ 2 = phi + 1 := by
    have h5 : √5 ^ 2 = (5 : ℝ) := Real.sq_sqrt (by norm_num)
    unfold phi
    linear_combination h5 / 4
  have hC : scale ^ 2 * (1 + phi ^ 2) = 1 := by
    unfold scale
    rw [inv_pow, Real.sq_sqrt (by positivity)]
    exact inv_mul_cancel₀ (by positivity)
  have hA : scale ^ 4 * phi ^ 2 = 1 / 5 := by
    linear_combination (scale ^ 2 * (1 + phi ^ 2) + 1) / 5 * hC
      - scale ^ 4 / 5 * (phi ^ 2 + phi - 1) * hp
  refine ⟨hC, hA, ?_⟩
  linear_combination (scale ^ 2 * (1 + phi ^ 2) + 1) * hC - 2 * hA
```

Here `hp` is φ² = φ + 1 and `hC` is the normalisation. The proof of `hA` rests on the factorisation

(1 + φ²)² − 5φ² = (φ² + φ − 1)(φ² − φ − 1),

whose last factor is zero by `hp`. The third identity is the square of the normalisation minus 2k⁴φ², as before.

```lean
/-- The icosahedral axes are unit vectors. -/
theorem icoAxis_unit (i : Fin 6) : icoAxis i ⬝ᵥ icoAxis i = 1 := by
  obtain ⟨hC, -, -⟩ := scale_identities
  fin_cases i <;> simp [icoAxis, dotProduct, Fin.sum_univ_three] <;> linear_combination hC
```

Unit length is checked axis by axis, and each case reduces to `hC`. The squared cosines are stated in one formula for all pairs: 1/5 for distinct axes, and 1/5 + 4/5 = 1 for equal ones.

```lean
/-- The squared cosine between two icosahedral axes is `1/5` if they are distinct, and
`1/5 + 4/5` if they coincide. -/
theorem icoAxis_equiangular (i j : Fin 6) :
    (icoAxis i ⬝ᵥ icoAxis j) ^ 2 = 1 / 5 + if i = j then 4 / 5 else 0 := by
  obtain ⟨-, hA, hB⟩ := scale_identities
  -- the three cases: axes in different planes, in the same plane, and equal axes
  fin_cases i <;> fin_cases j <;> simp [icoAxis, dotProduct, Fin.sum_univ_three] <;>
    first
    | linear_combination hA
    | linear_combination hB - 2 * hA
    | linear_combination hB + 2 * hA
```

The tactic `fin_cases` produces all 36 pairs. For each one, `first` tries three combinations in turn, which correspond to axes in different planes, distinct axes in the same plane, and equal axes.

## The reconstruction in both directions

The main theorem says that feeding the six readings of a symmetric `S` into `reconstruct` returns `S`. Symmetry is needed because `reconstruct` always produces a symmetric matrix; an antisymmetric part of S contributes nothing to any reading.

```lean
/-- A symmetric tensor is recovered from its six readings `sᵢ` along the icosahedral axes `nᵢ`:
`S = (5/4) ∑ sᵢ nᵢ nᵢᵀ - (1/4) (∑ sᵢ) 1`. -/
theorem reconstruct_readout (S : Matrix (Fin 3) (Fin 3) ℝ) (hS : S.IsSymm) :
    reconstruct (fun i => readout S (icoAxis i)) = S := by
  obtain ⟨hC, hA, hB⟩ := scale_identities
  have h10 : S 1 0 = S 0 1 := hS.apply 0 1
  have h20 : S 2 0 = S 0 2 := hS.apply 0 2
  have h21 : S 2 1 = S 1 2 := hS.apply 1 2
  ext i j
  fin_cases i <;> fin_cases j <;>
    simp [reconstruct, readout, icoAxis, dotProduct, Matrix.mulVec, Fin.sum_univ_three,
      Fin.sum_univ_six, h10, h20, h21]
  -- the nine entries, row by row
  · linear_combination 5 / 2 * S 0 0 * hB + 5 / 2 * (S 1 1 + S 2 2) * hA
      - 1 / 2 * (S 0 0 + S 1 1 + S 2 2) * hC
  · linear_combination 5 * S 0 1 * hA
  · linear_combination 5 * S 0 2 * hA
  · linear_combination 5 * S 0 1 * hA
  · linear_combination 5 / 2 * S 1 1 * hB + 5 / 2 * (S 0 0 + S 2 2) * hA
      - 1 / 2 * (S 0 0 + S 1 1 + S 2 2) * hC
  · linear_combination 5 * S 1 2 * hA
  · linear_combination 5 * S 0 2 * hA
  · linear_combination 5 * S 1 2 * hA
  · linear_combination 5 / 2 * S 2 2 * hB + 5 / 2 * (S 0 0 + S 1 1) * hA
      - 1 / 2 * (S 0 0 + S 1 1 + S 2 2) * hC
```

After `ext i j` and `fin_cases` there are nine entries to verify. The equations `h10`, `h20` and `h21` express the lower triangle through the upper one. Each off-diagonal entry then needs only k⁴φ² = 1/5, as in the calculation of M_01. Each diagonal entry uses all three identities, with `hC` accounting for the trace term.

The converse starts from six arbitrary real numbers. Together the two theorems make readings and symmetric tensors correspond one to one. They treat the readings as given numbers and do not address how measurement errors propagate into S.

```lean
/-- For any six real numbers the reconstructed tensor is symmetric and has these numbers as its
readings along the icosahedral axes. -/
theorem readout_reconstruct (s : Fin 6 → ℝ) :
    (reconstruct s).IsSymm ∧ ∀ i, readout (reconstruct s) (icoAxis i) = s i := by
  constructor
  · refine Matrix.IsSymm.sub (Matrix.IsSymm.smul ?_ _) (Matrix.isSymm_one.smul _)
    unfold Matrix.IsSymm
    rw [Matrix.transpose_sum]
    refine Finset.sum_congr rfl fun j _ => ?_
    ext p q
    simp only [Matrix.transpose_apply, Matrix.smul_apply, vecMulVec_apply, smul_eq_mul]
    ring
  · intro i
    -- each axis contributes through its squared cosine with axis i
    have expand : readout (reconstruct s) (icoAxis i)
        = 5 / 4 * ∑ j, s j * (icoAxis i ⬝ᵥ icoAxis j) ^ 2
          - 1 / 4 * (∑ j, s j) * (icoAxis i ⬝ᵥ icoAxis i) := by
      simp only [readout, reconstruct, dotProduct, Matrix.mulVec, Fin.sum_univ_three,
        Fin.sum_univ_six, Matrix.add_apply, Matrix.sub_apply, Matrix.smul_apply,
        vecMulVec_apply, Matrix.one_apply, smul_eq_mul, Fin.reduceEq, ↓reduceIte]
      ring
    rw [expand, icoAxis_unit]
    simp only [icoAxis_equiangular, mul_add, Finset.sum_add_distrib, mul_ite, mul_zero,
      Finset.sum_ite_eq, Finset.mem_univ, ↓reduceIte, ← Finset.sum_mul]
    ring
```

The first part proves symmetry term by term. In the second, `expand` writes the reading along axis i as a sum over squared cosines, and `icoAxis_equiangular` replaces these by their values. The constant 1/5 produces (1/4) Σ s_j, which cancels against the identity term, while the extra 4/5 at j = i leaves s_i.

The last theorem rules out a common cone for every nonzero `a` and every `c`.

```lean
/-- No nonzero vector `a` has the same `|a · nᵢ|` with all six icosahedral axes `nᵢ`. -/
theorem icoAxis_not_on_cone (a : Fin 3 → ℝ) (ha : a ≠ 0) (c : ℝ) :
    ¬ ∀ i, |a ⬝ᵥ icoAxis i| = c := by
  intro h
  obtain ⟨S', hS', hne, hr⟩ :=
    cone_ambiguity icoAxis a c icoAxis_unit ha h 0 Matrix.isSymm_zero
  apply hne
  calc S' = reconstruct (fun i => readout S' (icoAxis i)) := (reconstruct_readout S' hS').symm
    _ = reconstruct (fun i => readout 0 (icoAxis i)) := by simp only [hr]
    _ = 0 := reconstruct_readout 0 Matrix.isSymm_zero

end

end IcosahedralTensorReconstruction
```

The proof applies `cone_ambiguity` to the zero tensor and obtains a nonzero symmetric `S'` whose readings all agree with those of zero. The `calc` chain then reconstructs `S'` from its readings, replaces them by those of the zero tensor, and arrives at S' = 0, a contradiction.

```lean
#print axioms IcosahedralTensorReconstruction.readout_reconstruct
#print axioms IcosahedralTensorReconstruction.icoAxis_not_on_cone
```

```
'IcosahedralTensorReconstruction.readout_reconstruct' depends on axioms: [propext, Classical.choice, Quot.sound]
'IcosahedralTensorReconstruction.icoAxis_not_on_cone' depends on axioms: [propext, Classical.choice, Quot.sound]
```
